# Cluster distributions that agree on overlaps have a joint distribution when the clusters satisfy the running-intersection condition

To ask whether prescribed cluster probabilities in an alloy can all come from one distribution over whole-lattice configurations, a cluster probability is taken here as a real weight on that cluster's own configurations, with no lattice distribution presupposed. Agreement between clusters then becomes a separate condition on their overlaps.

```lean
import Mathlib

open Finset

namespace ClusterRealizability

section Gluing

variable {α β γ : Type*} [Fintype α]

/-- A probability distribution on a finite set: non-negative weights with sum one. -/
def IsDistribution (P : α → ℝ) : Prop := (∀ a, 0 ≤ P a) ∧ ∑ a, P a = 1

open Classical in
/-- The marginal of the weight `P` under the map `f`: the total weight of all `a` with
`f a = b`. -/
noncomputable def marginal (f : α → β) (P : α → ℝ) (b : β) : ℝ :=
  ∑ a, if f a = b then P a else 0

/-- The average of an observable that depends only on `f a` can be computed from the marginal. -/
theorem sum_marginal_mul [Fintype β] (f : α → β) (P : α → ℝ) (h : β → ℝ) :
    ∑ b, marginal f P b * h b = ∑ a, P a * h (f a) := by
  classical
  simp only [marginal, Finset.sum_mul]
  rw [Finset.sum_comm]
  refine Finset.sum_congr rfl fun a _ => ?_
  rw [Finset.sum_eq_single (f a)]
  · simp
  · intro b _ hb
    simp [Ne.symm hb]
  · simp

/-- A marginal of a marginal is the marginal under the composed map. -/
theorem marginal_marginal [Fintype β] (f : α → β) (g : β → γ) (P : α → ℝ) :
    marginal g (marginal f P) = marginal (g ∘ f) P := by
  classical
  funext c
  have h := sum_marginal_mul f P (fun b => if g b = c then 1 else 0)
  simp only [mul_ite, mul_one, mul_zero] at h
  exact h

/-- A marginal of a probability distribution is a probability distribution. -/
theorem marginal_isDistribution [Fintype β] (f : α → β) {P : α → ℝ} (hP : IsDistribution P) :
    IsDistribution (marginal f P) := by
  constructor
  · intro b
    unfold marginal
    refine Finset.sum_nonneg fun a _ => ?_
    split_ifs
    exacts [hP.1 a, le_rfl]
  · have h := sum_marginal_mul f P (fun _ => 1)
    simp only [mul_one] at h
    exact h.trans hP.2

/-- For non-negative weights, the marginal weight times the conditional weight gives back the
original weight. -/
theorem marginal_mul_conditional (f : α → β) {P : α → ℝ} (hP : ∀ a, 0 ≤ P a) (a : α) :
    marginal f P (f a) * (P a / marginal f P (f a)) = P a := by
  classical
  have hle : P a ≤ marginal f P (f a) := by
    have h := Finset.single_le_sum (s := Finset.univ)
      (f := fun a' => if f a' = f a then P a' else 0)
      (fun a' _ => by
        show (0 : ℝ) ≤ if f a' = f a then P a' else 0
        split_ifs
        exacts [hP a', le_rfl]) (Finset.mem_univ a)
    simpa [marginal] using h
  rcases eq_or_ne (marginal f P (f a)) 0 with h0 | h0
  · rw [h0] at hle ⊢
    rw [zero_mul]
    exact le_antisymm (hP a) hle
  · field_simp

open Classical in
/-- The superposition formula: the product of two weights divided by the weight of their common
overlap, on pairs that agree there. It is meant for non-zero overlap weight, and is set to zero
elsewhere. -/
noncomputable def glue [Fintype β] (f : α → γ) (g : β → γ) (P : α → ℝ) (p : β → ℝ)
    (x : α × β) : ℝ :=
  if f x.1 = g x.2 then P x.1 * p x.2 / marginal g p (g x.2) else 0

/-- If two distributions have the same overlap marginal, their superposition is a distribution
that has both of them as marginals. -/
theorem glue_marginals [Fintype β] {f : α → γ} {g : β → γ} {P : α → ℝ} {p : β → ℝ}
    (hP : IsDistribution P) (hp : IsDistribution p) (h : marginal f P = marginal g p) :
    IsDistribution (glue f g P p) ∧ marginal Prod.fst (glue f g P p) = P ∧
      marginal Prod.snd (glue f g P p) = p := by
  classical
  have hfst : marginal Prod.fst (glue f g P p) = P := by
    funext a
    calc marginal Prod.fst (glue f g P p) a = ∑ b, glue f g P p (a, b) := by
          unfold marginal
          rw [Fintype.sum_prod_type, Finset.sum_eq_single a]
          · simp
          · intro a' _ ha
            simp [ha]
          · simp
      _ = ∑ b, (if g b = f a then p b else 0) * (P a / marginal g p (f a)) := by
          refine Finset.sum_congr rfl fun b _ => ?_
          by_cases hb : g b = f a
          · simp only [glue, hb, eq_self, ↓reduceIte]
            ring
          · simp [glue, hb, Ne.symm hb]
      _ = marginal g p (f a) * (P a / marginal g p (f a)) := by
          rw [← Finset.sum_mul]
          rfl
      _ = P a := by
          rw [← h]
          exact marginal_mul_conditional f hP.1 a
  have hsnd : marginal Prod.snd (glue f g P p) = p := by
    funext b
    calc marginal Prod.snd (glue f g P p) b = ∑ a, glue f g P p (a, b) := by
          unfold marginal
          rw [Fintype.sum_prod_type, Finset.sum_comm, Finset.sum_eq_single b]
          · simp
          · intro b' _ hb
            simp [hb]
          · simp
      _ = ∑ a, (if f a = g b then P a else 0) * (p b / marginal g p (g b)) := by
          refine Finset.sum_congr rfl fun a _ => ?_
          by_cases ha : f a = g b
          · simp only [glue, ha, eq_self, ↓reduceIte]
            ring
          · simp [glue, ha]
      _ = marginal f P (g b) * (p b / marginal g p (g b)) := by
          rw [← Finset.sum_mul]
          rfl
      _ = p b := by
          rw [h]
          exact marginal_mul_conditional g hp.1 b
  refine ⟨⟨fun x => ?_, ?_⟩, hfst, hsnd⟩
  · unfold glue
    split_ifs
    · exact div_nonneg (mul_nonneg (hP.1 _) (hp.1 _))
        (Finset.sum_nonneg fun b _ => by split_ifs; exacts [hp.1 b, le_rfl])
    · exact le_rfl
  · have hs := sum_marginal_mul Prod.fst (glue f g P p) (fun _ => 1)
    simp only [mul_one] at hs
    rw [← hs, hfst, hP.2]

end Gluing

section Lattice

variable {V : Type*} (S : V → Type*)

/-- The part of a lattice configuration seen on the cluster `A`. -/
def restr (A : Finset V) (σ : ∀ v, S v) : ∀ v : A, S v := fun v => σ v

/-- The part of a configuration of the cluster `A` seen on a subcluster `D`. -/
def restrSub {D A : Finset V} (h : D ⊆ A) (x : ∀ v : A, S v) : ∀ v : D, S v :=
  fun v => x ⟨v, h v.2⟩

variable [DecidableEq V] {n : ℕ}

/-- Each cluster after the first meets all its predecessors inside a single earlier cluster. -/
def RunningIntersection (C : Fin n → Finset V) : Prop :=
  ∀ k : Fin n, 0 < (k : ℕ) → ∃ j < k, ∀ i < k, C k ∩ C i ⊆ C j

variable [∀ v, Fintype (S v)]

/-- Any two cluster weights have the same marginal on the overlap of their clusters. -/
def OverlapConsistent (C : Fin n → Finset V) (p : ∀ k, (∀ v : C k, S v) → ℝ) : Prop :=
  ∀ i j, marginal (restrSub S (Finset.inter_subset_left : C i ∩ C j ⊆ C i)) (p i) =
    marginal (restrSub S (Finset.inter_subset_right : C i ∩ C j ⊆ C j)) (p j)

variable [Fintype V] {S}

/-- A joint distribution that agrees with a cluster distribution on `D ⊆ A` can be changed to have
that distribution on `A`, keeping its marginal on every `B` that meets `A` inside `D`. -/
theorem exists_extension {P : (∀ v, S v) → ℝ} {A D : Finset V} {p : (∀ v : A, S v) → ℝ}
    (hP : IsDistribution P) (hp : IsDistribution p) (hD : D ⊆ A)
    (h : marginal (restr S D) P = marginal (restrSub S hD) p) :
    ∃ P' : (∀ v, S v) → ℝ, IsDistribution P' ∧ marginal (restr S A) P' = p ∧
      ∀ B, A ∩ B ⊆ D → marginal (restr S B) P' = marginal (restr S B) P := by
  obtain ⟨hR, h1, h2⟩ := glue_marginals hP hp h
  -- overwrite the lattice configuration on the new cluster
  let ov : (∀ v, S v) × (∀ v : A, S v) → ∀ v, S v :=
    fun x v => if hv : v ∈ A then x.2 ⟨v, hv⟩ else x.1 v
  refine ⟨marginal ov (glue (restr S D) (restrSub S hD) P p),
    marginal_isDistribution ov hR, ?_, ?_⟩
  · rw [marginal_marginal]
    have e : restr S A ∘ ov = Prod.snd := by
      funext x v
      simp [restr, ov]
    rw [e, h2]
  · intro B hB
    have key : marginal (restr S B ∘ ov) (glue (restr S D) (restrSub S hD) P p) =
        marginal (restr S B ∘ Prod.fst) (glue (restr S D) (restrSub S hD) P p) := by
      funext c
      unfold marginal
      refine Finset.sum_congr rfl fun x _ => ?_
      by_cases hx : restr S D x.1 = restrSub S hD x.2
      · have e : (restr S B ∘ ov) x = (restr S B ∘ Prod.fst) x := by
          funext v
          by_cases hv : (v : V) ∈ A
          · have hvD := congrFun hx ⟨v, hB (Finset.mem_inter.2 ⟨hv, v.2⟩)⟩
            simpa [restr, restrSub, ov, hv] using hvD.symm
          · simp [restr, ov, hv]
        rw [e]
      · simp [glue, hx]
    rw [marginal_marginal, key, ← marginal_marginal, h1]

/-- Cluster distributions that agree on all pairwise overlaps are marginals of one joint
distribution, if each later cluster meets its predecessors inside a single earlier one and every
site has at least one species. -/
theorem exists_joint_distribution [∀ v, Nonempty (S v)] {C : Fin n → Finset V}
    (hC : RunningIntersection C) {p : ∀ k, (∀ v : C k, S v) → ℝ}
    (hp : ∀ k, IsDistribution (p k)) (hov : OverlapConsistent S C p) :
    ∃ P : (∀ v, S v) → ℝ, IsDistribution P ∧ ∀ k, marginal (restr S (C k)) P = p k := by
  have step : ∀ m : ℕ, m ≤ n → ∃ P : (∀ v, S v) → ℝ, IsDistribution P ∧
      ∀ k : Fin n, (k : ℕ) < m → marginal (restr S (C k)) P = p k := by
    intro m
    induction m with
    | zero =>
      intro _
      exact ⟨marginal (fun _ : Unit => fun v => Classical.arbitrary (S v)) (fun _ => 1),
        marginal_isDistribution _ ⟨fun _ => zero_le_one, by simp⟩,
        fun k hk => absurd hk (Nat.not_lt_zero _)⟩
    | succ m ih =>
      intro hm
      obtain ⟨P, hP, hPm⟩ := ih (by omega)
      obtain ⟨k, hk⟩ : ∃ k : Fin n, (k : ℕ) = m := ⟨⟨m, hm⟩, rfl⟩
      -- the overlap of the new cluster with the old ones
      have hD : ∃ D, ∃ hD : D ⊆ C k, marginal (restr S D) P = marginal (restrSub S hD) (p k) ∧
          ∀ i : Fin n, i < k → C k ∩ C i ⊆ D := by
        rcases Nat.eq_zero_or_pos m with h0 | h0
        · refine ⟨∅, Finset.empty_subset _, ?_, fun i hi => ?_⟩
          · funext c
            have e : ∀ x y : (∀ v : (∅ : Finset V), S v), x = y :=
              fun x y => funext fun v => absurd v.2 (Finset.notMem_empty _)
            have t1 : marginal (restr S ∅) P c = ∑ σ, P σ :=
              Finset.sum_congr rfl fun σ _ => if_pos (e _ _)
            have t2 : marginal (restrSub S (Finset.empty_subset (C k))) (p k) c = ∑ x, p k x :=
              Finset.sum_congr rfl fun x _ => if_pos (e _ _)
            rw [t1, t2, hP.2, (hp k).2]
          · have hlt := Fin.lt_def.1 hi
            exact absurd hlt (by omega)
        · obtain ⟨j, hj, hji⟩ := hC k (by omega)
          refine ⟨C k ∩ C j, Finset.inter_subset_left, ?_, fun i hi v hv =>
            Finset.mem_inter.2 ⟨(Finset.mem_inter.1 hv).1, hji i hi hv⟩⟩
          have hjm : (j : ℕ) < m := by
            have hlt := Fin.lt_def.1 hj
            omega
          have e := marginal_marginal (restr S (C j))
            (restrSub S (Finset.inter_subset_right : C k ∩ C j ⊆ C j)) P
          rw [hov k j, ← hPm j hjm]
          exact e.symm
      obtain ⟨D, hDk, hDP, hDi⟩ := hD
      obtain ⟨P', h1, h2, h3⟩ := exists_extension hP (hp k) hDk hDP
      refine ⟨P', h1, fun i hi => ?_⟩
      by_cases him : (i : ℕ) < m
      · rw [h3 (C i) (hDi i (Fin.lt_def.2 (by omega)))]
        exact hPm i him
      · have hik : i = k := Fin.ext (by omega)
        rw [hik]
        exact h2
  obtain ⟨P, hP, h⟩ := step n le_rfl
  exact ⟨P, hP, fun k => h k k.2⟩

/-- Conversely, the cluster marginals of any joint weight agree on all pairwise overlaps. -/
theorem overlapConsistent_of_joint (C : Fin n → Finset V) (P : (∀ v, S v) → ℝ) :
    OverlapConsistent S C (fun k => marginal (restr S (C k)) P) := by
  intro i j
  exact (marginal_marginal (restr S (C i)) (restrSub S Finset.inter_subset_left) P).trans
    (marginal_marginal (restr S (C j)) (restrSub S Finset.inter_subset_right) P).symm

/-- Under the hypotheses of the joint-distribution theorem, some lattice configuration has a
cluster-expansion energy no higher than the average computed from the cluster distributions. -/
theorem exists_configuration_energy_le [∀ v, Nonempty (S v)] {C : Fin n → Finset V}
    (hC : RunningIntersection C) {p : ∀ k, (∀ v : C k, S v) → ℝ}
    (hp : ∀ k, IsDistribution (p k)) (hov : OverlapConsistent S C p)
    (J : ∀ k, (∀ v : C k, S v) → ℝ) :
    ∃ σ : ∀ v, S v, ∑ k, J k (restr S (C k) σ) ≤ ∑ k, ∑ x, p k x * J k x := by
  obtain ⟨P, hP, hPk⟩ := exists_joint_distribution hC hp hov
  -- the mean energy in the joint distribution is the sum of the cluster averages
  have hE : ∑ σ, P σ * ∑ k, J k (restr S (C k) σ) = ∑ k, ∑ x, p k x * J k x := by
    simp only [Finset.mul_sum]
    rw [Finset.sum_comm]
    refine Finset.sum_congr rfl fun k _ => ?_
    rw [← sum_marginal_mul (restr S (C k)) P (J k), hPk k]
  by_contra hcon
  have hlt : ∀ σ : ∀ v, S v, ∑ k, ∑ x, p k x * J k x < ∑ k, J k (restr S (C k) σ) :=
    fun σ => lt_of_not_ge fun hle => hcon ⟨σ, hle⟩
  obtain ⟨σ, _, hσ⟩ := Finset.exists_ne_zero_of_sum_ne_zero
    (show ∑ σ, P σ ≠ 0 by rw [hP.2]; exact one_ne_zero)
  have lt : ∑ σ, P σ * (∑ k, ∑ x, p k x * J k x) < ∑ σ, P σ * ∑ k, J k (restr S (C k) σ) :=
    Finset.sum_lt_sum (fun τ _ => mul_le_mul_of_nonneg_left (hlt τ).le (hP.1 τ))
      ⟨σ, Finset.mem_univ σ,
        mul_lt_mul_of_pos_left (hlt σ) (lt_of_le_of_ne (hP.1 σ) (Ne.symm hσ))⟩
  rw [← Finset.sum_mul, hP.2, one_mul] at lt
  exact lt.ne hE.symm

end Lattice

/-- Pair weights of a binary alloy in which the two sites carry equal species with total
weight `e`. -/
noncomputable def pairWeight (e : ℝ) (x : Bool × Bool) : ℝ :=
  if x.1 = x.2 then e / 2 else (1 - e) / 2

/-- For `0 < e < 1/3` the pair weights are positive, normalised and have equal one-site marginals,
yet no joint distribution on a triangle has them on all three pairs. -/
theorem frustrated_triangle {e : ℝ} (h0 : 0 < e) (he : e < 1 / 3) :
    (∀ x, 0 < pairWeight e x) ∧ ∑ x, pairWeight e x = 1 ∧
      marginal Prod.fst (pairWeight e) = marginal Prod.snd (pairWeight e) ∧
      ¬ ∃ P : (Fin 3 → Bool) → ℝ, IsDistribution P ∧
        ∀ i j, i ≠ j → marginal (fun σ => (σ i, σ j)) P = pairWeight e := by
  refine ⟨fun x => ?_, ?_, ?_, ?_⟩
  · unfold pairWeight
    split_ifs <;> linarith
  · simp [pairWeight, Fintype.sum_prod_type]
    ring
  · funext b
    cases b <;> simp [marginal, pairWeight, Fintype.sum_prod_type]
  · rintro ⟨P, hP, hm⟩
    have eq : ∀ i j : Fin 3, i ≠ j →
        ∑ σ, P σ * (if σ i = σ j then (1 : ℝ) else 0) = e := by
      intro i j hij
      have h := sum_marginal_mul (fun σ : Fin 3 → Bool => (σ i, σ j)) P
        (fun x => if x.1 = x.2 then (1 : ℝ) else 0)
      rw [hm i j hij] at h
      refine h.symm.trans ?_
      simp [pairWeight, Fintype.sum_prod_type]
      ring
    -- two of the three sites always carry the same species
    have le : ∑ σ, P σ ≤ ∑ σ, (P σ * (if σ 0 = σ 1 then (1 : ℝ) else 0) +
        P σ * (if σ 1 = σ 2 then (1 : ℝ) else 0) +
        P σ * (if σ 0 = σ 2 then (1 : ℝ) else 0)) := by
      refine Finset.sum_le_sum fun σ _ => ?_
      have hσ := hP.1 σ
      cases a : σ 0 <;> cases b : σ 1 <;> cases c : σ 2 <;> simp <;> linarith
    rw [hP.2, Finset.sum_add_distrib, Finset.sum_add_distrib, eq 0 1 (by decide),
      eq 1 2 (by decide), eq 0 2 (by decide)] at le
    linarith

end ClusterRealizability
```

```lean
#print axioms ClusterRealizability.exists_joint_distribution
#print axioms ClusterRealizability.overlapConsistent_of_joint
#print axioms ClusterRealizability.exists_configuration_energy_le
#print axioms ClusterRealizability.frustrated_triangle
```

```
'ClusterRealizability.exists_joint_distribution' depends on axioms: [propext, Classical.choice, Quot.sound]
'ClusterRealizability.overlapConsistent_of_joint' depends on axioms: [propext, Classical.choice, Quot.sound]
'ClusterRealizability.exists_configuration_energy_le' depends on axioms: [propext, Classical.choice, Quot.sound]
'ClusterRealizability.frustrated_triangle' depends on axioms: [propext, Classical.choice, Quot.sound]
```

## Clusters, species and overlaps

The lattice is a finite set `V` of sites. Site v carries one species from a finite set `S v`, which may differ between sublattices. A lattice configuration σ chooses a species on every site, and `restr S A σ` is its part on a cluster A, written σ|A below. `restrSub` restricts a cluster configuration to a subcluster in the same way.

`IsDistribution` means non-negative weights with sum one; zero probabilities are allowed. The marginal of a weight P under a map f is

(f₊P)(b) = Σ P(a), summed over all a with f(a) = b.

The clusters C₀, …, Cₙ₋₁ carry distributions p₀, …, pₙ₋₁. `OverlapConsistent` says that pᵢ and pⱼ have the same marginal on Cᵢ ∩ Cⱼ. `RunningIntersection` says that for every k > 0 there is one j < k with Cₖ ∩ Cᵢ ⊆ Cⱼ for all i < k. Nearest-neighbour pairs taken in order along an open chain satisfy this. A set of distinct pairs that contains a closed loop does not, in any order. This excludes the three pairs of a triangle, and also the nearest-neighbour pairs of a periodic chain of three or more sites or of a square or cubic lattice.

Under these hypotheses, and with at least one species per site, `exists_joint_distribution` gives a distribution P on lattice configurations whose marginal on each Cₖ is pₖ. Conversely, `overlapConsistent_of_joint` shows that the marginals of any joint weight agree on overlaps, whatever the clusters.

Infinite crystals are not treated here. P is also not claimed to be unique or to be an equilibrium distribution.

## Gluing one cluster to the lattice

For any observable h, grouping terms by the value of f gives `sum_marginal_mul`:

Σ_b (f₊P)(b) h(b) = Σ_a P(a) h(f(a)).

Taking h as an indicator shows that marginals compose; taking h = 1 shows that they keep the total weight.

Now let P be a lattice distribution and p a distribution on a cluster A, with the same marginal q on some D ⊆ A. For a cluster configuration x with σ|D = x|D, set

R(σ, x) = P(σ) p(x) / q(x|D),

and set R = 0 if they disagree on D. If q(σ|D) > 0, then

Σ_x R(σ, x) = [P(σ) / q(σ|D)] · q(σ|D) = P(σ).

If q(σ|D) = 0, then 0 ≤ P(σ) ≤ q(σ|D) forces P(σ) = 0, and both sides vanish, because Lean's division by zero returns zero. This is `marginal_mul_conditional`. The same argument gives Σ_σ R(σ, x) = p(x), so R is a distribution with both marginals, as `glue_marginals` states.

`exists_extension` returns from pairs to lattice configurations. The map `ov` overwrites σ by x on A, and P′ is the resulting distribution. On A one sees x, so the marginal there is p. Let B be a set of sites with A ∩ B ⊆ D. Wherever R is non-zero, σ and x agree on A ∩ B, so overwriting changes nothing on B, and P′ keeps the marginal of P there. The proof compares the two sums term by term in `key`.

## Adding the clusters in order

The induction `step` starts from a point mass on an arbitrary configuration, which exists because every site has a species. Suppose P already has the marginals pᵢ for i < k.

- For k = 0, take D = ∅. Both marginals on D equal the total weight, one.
- For k > 0, take D = Cₖ ∩ Cⱼ with the j from the running-intersection condition. On D, P has the marginal of pⱼ, which equals that of pₖ by consistency.

In both cases Cₖ ∩ Cᵢ ⊆ D for all i < k, so the extension installs pₖ and preserves the earlier marginals.

## A bound on the lowest energy

Let Jₖ be any real function of the configuration on Cₖ; here J denotes the full cluster energy function, not a single effective interaction. With E(σ) = Σₖ Jₖ(σ|Cₖ), the averaging identity gives

Σ_σ P(σ) E(σ) = Σₖ Σ_x pₖ(x) Jₖ(x).

If every E(σ) exceeded the right-hand side, so would the mean, since some P(σ) is positive. Hence some configuration has energy no higher than this average. When the Jₖ are fitted to electronic-structure energies, the average bounds from above the fitted model's lowest energy over all configurations of the finite lattice, for cluster data meeting the hypotheses. The composition is not held fixed: the configuration found may have a different composition from the average one in P.

## The frustrated triangle

For a binary alloy, `pairWeight e` gives each equal pair weight e/2 and each unequal pair (1 − e)/2, where e is a probability, not an energy. Every one-site marginal is 1/2. Among three sites with two species, at least two are equal:

1 ≤ [σ₀ = σ₁] + [σ₁ = σ₂] + [σ₀ = σ₂],

where a bracket is 1 if its equation holds and 0 otherwise. Lean checks this by cases on the three sites. Averaging over a joint distribution would give 1 ≤ 3e, which is false for 0 < e < 1/3. Overlap consistency, even with strictly positive weights, is therefore not sufficient for arbitrary clusters.
